# Two Feynman propagators integrated over relative energy: plus for ++ levels, minus for −−, zero for +−

A one-electron level $\varepsilon\neq0$ has the Feynman propagator $1/(z-\varepsilon(1-i\delta))$ with $\delta>0$, and two electrons share the total energy $E$ as $E/2+w$ and $E/2-w$. Their pair propagator is $i/(2\pi)$ times the integral over real $w$ of the product of their two propagators.

```lean
import Mathlib

open MeasureTheory Filter Topology
open Complex (I)
open scoped Real

namespace FeynmanPair

noncomputable section

/-- The Feynman propagator of a one-electron level `ε` at energy `z`, with the pole
displaced to `ε (1 - iδ)`; its domain is `z ≠ ε (1 - iδ)`. -/
def feynmanPropagator (δ ε : ℝ) (z : ℂ) : ℂ := 1 / (z - ε * (1 - δ * I))

/-- The product of two Feynman propagators for electrons that share the total energy `E`
as `E/2 + w` and `E/2 - w`; its domain excludes the poles of both factors. -/
def pairIntegrand (δ ε₁ ε₂ E w : ℝ) : ℂ :=
  feynmanPropagator δ ε₁ (E / 2 + w) * feynmanPropagator δ ε₂ (E / 2 - w)

/-- The pair propagator: `i/(2π)` times the integral of the product of propagators over the
relative energy, for `δ > 0` and non-zero levels. -/
def pairPropagator (δ ε₁ ε₂ E : ℝ) : ℂ :=
  I / (2 * π) * ∫ w : ℝ, pairIntegrand δ ε₁ ε₂ E w

/-- The displaced level `ε (1 - iδ)` measured from half the total energy. -/
def relPole (δ ε E : ℝ) : ℂ := ε * (1 - δ * I) - E / 2

/-- A product of two simple poles off the real axis is integrable over the real line. -/
theorem integrable_two_poles {a b : ℂ} (ha : a.im ≠ 0) (hb : b.im ≠ 0) :
    Integrable (fun w : ℝ => 1 / (((w : ℂ) - a) * ((w : ℂ) - b))) := by
  have hne : ∀ c : ℂ, c.im ≠ 0 → ∀ w : ℝ, (w : ℂ) - c ≠ 0 := by
    intro c hc w h
    apply hc
    have h' := congrArg Complex.im h
    simpa using h'
  -- each squared pole is bounded by a Lorentzian
  have bound : ∀ c : ℂ, c.im ≠ 0 → ∃ K : ℝ, ∀ w : ℝ,
      (‖(w : ℂ) - c‖⁻¹) ^ 2 ≤ K * (1 + w ^ 2)⁻¹ := by
    intro c hc
    refine ⟨2 + (1 + 2 * c.re ^ 2) / c.im ^ 2, fun w => ?_⟩
    have hy : 0 < c.im ^ 2 := by positivity
    have hn : ‖(w : ℂ) - c‖ ^ 2 = (w - c.re) ^ 2 + c.im ^ 2 := by
      rw [Complex.sq_norm, Complex.normSq_apply]
      simp only [Complex.sub_re, Complex.sub_im, Complex.ofReal_re, Complex.ofReal_im]
      ring
    have h1 : (1 + 2 * c.re ^ 2) / c.im ^ 2 * c.im ^ 2 = 1 + 2 * c.re ^ 2 :=
      div_mul_cancel₀ _ hy.ne'
    have h2 : 0 ≤ (1 + 2 * c.re ^ 2) / c.im ^ 2 := by positivity
    rw [inv_pow, hn, ← div_eq_mul_inv, le_div_iff₀ (by positivity),
      inv_mul_le_iff₀ (by positivity)]
    generalize (1 + 2 * c.re ^ 2) / c.im ^ 2 = q at h1 h2 ⊢
    nlinarith [mul_nonneg h2 (sq_nonneg (w - c.re)), sq_nonneg (w - 2 * c.re)]
  obtain ⟨K, hK⟩ := bound a ha
  obtain ⟨L, hL⟩ := bound b hb
  have hc : Continuous (fun w : ℝ => 1 / (((w : ℂ) - a) * ((w : ℂ) - b))) :=
    continuous_const.div (by fun_prop) (fun w => mul_ne_zero (hne a ha w) (hne b hb w))
  refine (integrable_inv_one_add_sq.const_mul (K + L)).mono' hc.aestronglyMeasurable
    (ae_of_all _ fun w => ?_)
  have h1 := hK w
  have h2 := hL w
  simp only [one_div, mul_inv, norm_mul, norm_inv]
  nlinarith [sq_nonneg (‖(w : ℂ) - a‖⁻¹ - ‖(w : ℂ) - b‖⁻¹),
    sq_nonneg (‖(w : ℂ) - a‖⁻¹), sq_nonneg (‖(w : ℂ) - b‖⁻¹)]

/-- For non-real `c` and `d`, the difference of the logarithms of `c (w - a)` and `d (w - b)`
tends to `log c - log d` as `w` goes to plus infinity. -/
theorem tendsto_log_sub_log {c d : ℂ} (hc : c.im ≠ 0) (hd : d.im ≠ 0) (a b : ℂ) :
    Tendsto (fun w : ℝ => Complex.log (c * ((w : ℂ) - a)) - Complex.log (d * ((w : ℂ) - b)))
      atTop (𝓝 (Complex.log c - Complex.log d)) := by
  have h0 : Tendsto (fun w : ℝ => (w : ℂ)⁻¹) atTop (𝓝 0) := by
    have h := (Complex.continuous_ofReal.tendsto 0).comp
      (tendsto_inv_atTop_zero : Tendsto (fun r : ℝ => r⁻¹) atTop (𝓝 0))
    simpa [Function.comp_def] using h
  -- split off the common real logarithm of `w`
  have key : ∀ c a : ℂ, c.im ≠ 0 → Tendsto (fun w : ℝ =>
      Complex.log (c * ((w : ℂ) - a)) - (Real.log w : ℂ)) atTop (𝓝 (Complex.log c)) := by
    intro c a hc
    have hs : c ∈ Complex.slitPlane := Complex.mem_slitPlane_iff.2 (Or.inr hc)
    have h1 : Tendsto (fun w : ℝ => c * (1 - a * (w : ℂ)⁻¹)) atTop (𝓝 c) := by
      simpa only [mul_zero, sub_zero, mul_one] using
        ((h0.const_mul a).const_sub 1).const_mul c
    refine (h1.clog hs).congr' ?_
    filter_upwards [eventually_gt_atTop 0,
      h1.eventually_ne (Complex.slitPlane_ne_zero hs)] with w hw hne
    have hw' : (w : ℂ) ≠ 0 := by exact_mod_cast hw.ne'
    have e : c * ((w : ℂ) - a) = (w : ℂ) * (c * (1 - a * (w : ℂ)⁻¹)) := by
      linear_combination c * a * (mul_inv_cancel₀ hw')
    rw [e, Complex.log_ofReal_mul hw hne]
    ring
  exact ((key c a hc).sub (key d b hd)).congr (fun w => by ring)

/-- For distinct non-real poles, the integral is the change of a difference of logarithms divided by
`a - b`, when the factors `c`, `d` are non-real and keep both arguments off the branch cut. -/
theorem integral_of_branches {a b c d : ℂ} (hab : a ≠ b) (ha : a.im ≠ 0) (hb : b.im ≠ 0)
    (hc : c.im ≠ 0) (hd : d.im ≠ 0)
    (hca : ∀ w : ℝ, c * ((w : ℂ) - a) ∈ Complex.slitPlane)
    (hdb : ∀ w : ℝ, d * ((w : ℂ) - b) ∈ Complex.slitPlane) :
    ∫ w : ℝ, 1 / (((w : ℂ) - a) * ((w : ℂ) - b)) =
      ((Complex.log c - Complex.log d) - (Complex.log (-c) - Complex.log (-d))) / (a - b) := by
  have hlog : ∀ (c a : ℂ) (w : ℝ), c * ((w : ℂ) - a) ∈ Complex.slitPlane →
      HasDerivAt (fun w : ℝ => Complex.log (c * ((w : ℂ) - a))) (1 / ((w : ℂ) - a)) w := by
    intro c a w hs
    have h1 := left_ne_zero_of_mul (Complex.slitPlane_ne_zero hs)
    have h2 := right_ne_zero_of_mul (Complex.slitPlane_ne_zero hs)
    have h := ((((hasDerivAt_id' (w : ℂ)).sub_const a).const_mul c).clog hs).comp_ofReal
    exact h.congr_deriv (by field_simp)
  -- partial fractions
  have hder : ∀ w : ℝ, HasDerivAt (fun w : ℝ => (Complex.log (c * ((w : ℂ) - a)) -
      Complex.log (d * ((w : ℂ) - b))) / (a - b)) (1 / (((w : ℂ) - a) * ((w : ℂ) - b))) w := by
    intro w
    have h1 := right_ne_zero_of_mul (Complex.slitPlane_ne_zero (hca w))
    have h2 := right_ne_zero_of_mul (Complex.slitPlane_ne_zero (hdb w))
    have h3 := sub_ne_zero.2 hab
    refine (((hlog c a w (hca w)).fun_sub (hlog d b w (hdb w))).div_const (a - b)).congr_deriv ?_
    rw [div_sub_div _ _ h1 h2, div_div,
      div_eq_div_iff (mul_ne_zero (mul_ne_zero h1 h2) h3) (mul_ne_zero h1 h2)]
    ring
  have hbot : Tendsto (fun w : ℝ => Complex.log (c * ((w : ℂ) - a)) -
      Complex.log (d * ((w : ℂ) - b))) atBot (𝓝 (Complex.log (-c) - Complex.log (-d))) := by
    refine ((tendsto_log_sub_log (c := -c) (d := -d) (by simpa using hc) (by simpa using hd)
      (-a) (-b)).comp tendsto_neg_atBot_atTop).congr fun w => ?_
    have e : ∀ c a : ℂ, -c * (((-w : ℝ) : ℂ) - -a) = c * ((w : ℂ) - a) := by
      intro c a
      push_cast
      ring
    simp only [Function.comp_apply, e]
  rw [integral_of_hasDerivAt_of_tendsto hder (integrable_two_poles ha hb)
    (hbot.div_const (a - b)) ((tendsto_log_sub_log hc hd a b).div_const (a - b))]
  ring

/-- With `a` in the upper and `b` in the lower half-plane the integral is `2πi/(a - b)`. -/
theorem integral_upper_lower {a b : ℂ} (ha : 0 < a.im) (hb : b.im < 0) :
    ∫ w : ℝ, 1 / (((w : ℂ) - a) * ((w : ℂ) - b)) = 2 * π * I / (a - b) := by
  have hab : a ≠ b := by
    rintro rfl
    linarith
  rw [integral_of_branches (c := I) (d := -I) hab ha.ne' hb.ne (by simp) (by simp)
    (fun w => Complex.mem_slitPlane_iff.2 (Or.inl (by simp [ha])))
    (fun w => Complex.mem_slitPlane_iff.2 (Or.inl (by simp [hb]))),
    neg_neg, Complex.log_I, Complex.log_neg_I]
  ring

/-- With `a` in the lower and `b` in the upper half-plane the integral is `-2πi/(a - b)`. -/
theorem integral_lower_upper {a b : ℂ} (ha : a.im < 0) (hb : 0 < b.im) :
    ∫ w : ℝ, 1 / (((w : ℂ) - a) * ((w : ℂ) - b)) = -(2 * π * I / (a - b)) := by
  rw [← neg_sub b a, div_neg, neg_neg, ← integral_upper_lower hb ha]
  refine integral_congr_ae (ae_of_all _ fun w => ?_)
  show 1 / (((w : ℂ) - a) * ((w : ℂ) - b)) = 1 / (((w : ℂ) - b) * ((w : ℂ) - a))
  rw [mul_comm]

/-- With both poles strictly on one side of the real axis the integral vanishes. -/
theorem integral_same_side {a b : ℂ} (h : 0 < a.im * b.im) :
    ∫ w : ℝ, 1 / (((w : ℂ) - a) * ((w : ℂ) - b)) = 0 := by
  have ha : a.im ≠ 0 := left_ne_zero_of_mul h.ne'
  have hb : b.im ≠ 0 := right_ne_zero_of_mul h.ne'
  by_cases hab : a = b
  · subst hab
    -- a double pole has a rational antiderivative that vanishes at both ends
    have htop : ∀ a : ℂ, Tendsto (fun w : ℝ => ((w : ℂ) - a)⁻¹) atTop (𝓝 0) := by
      intro a
      have h0 : Tendsto (fun w : ℝ => (w : ℂ)⁻¹) atTop (𝓝 0) := by
        have h := (Complex.continuous_ofReal.tendsto 0).comp
          (tendsto_inv_atTop_zero : Tendsto (fun r : ℝ => r⁻¹) atTop (𝓝 0))
        simpa [Function.comp_def] using h
      have h1 : Tendsto (fun w : ℝ => 1 - a * (w : ℂ)⁻¹) atTop (𝓝 1) := by
        simpa only [mul_zero, sub_zero] using (h0.const_mul a).const_sub 1
      have h2 := h0.mul (h1.inv₀ one_ne_zero)
      rw [zero_mul] at h2
      refine h2.congr' ?_
      filter_upwards [eventually_gt_atTop 0] with w hw
      have hw' : (w : ℂ) ≠ 0 := by exact_mod_cast hw.ne'
      rw [← mul_inv]
      congr 1
      linear_combination -a * (mul_inv_cancel₀ hw')
    have hbot : Tendsto (fun w : ℝ => -((w : ℂ) - a)⁻¹) atBot (𝓝 0) := by
      refine ((htop (-a)).comp tendsto_neg_atBot_atTop).congr fun w => ?_
      have e : ((-w : ℝ) : ℂ) - -a = -((w : ℂ) - a) := by
        push_cast
        ring
      simp only [Function.comp_apply, e, inv_neg]
    have hder : ∀ w : ℝ, HasDerivAt (fun w : ℝ => -((w : ℂ) - a)⁻¹)
        (1 / (((w : ℂ) - a) * ((w : ℂ) - a))) w := by
      intro w
      have hne : (w : ℂ) - a ≠ 0 := by
        intro h'
        apply ha
        have h'' := congrArg Complex.im h'
        simpa using h''
      have h1 := (((hasDerivAt_inv hne).comp (w : ℂ)
        ((hasDerivAt_id' (w : ℂ)).sub_const a)).neg).comp_ofReal
      exact h1.congr_deriv (by rw [mul_one, neg_neg, one_div, sq])
    have ht := (htop a).neg
    rw [neg_zero] at ht
    rw [integral_of_hasDerivAt_of_tendsto hder (integrable_two_poles ha ha) hbot ht, sub_zero]
  · rcases mul_pos_iff.1 h with ⟨h1, h2⟩ | ⟨h1, h2⟩
    · rw [integral_of_branches (c := I) (d := I) hab ha hb (by simp) (by simp)
        (fun w => Complex.mem_slitPlane_iff.2 (Or.inl (by simp [h1])))
        (fun w => Complex.mem_slitPlane_iff.2 (Or.inl (by simp [h2])))]
      ring
    · rw [integral_of_branches (c := -I) (d := -I) hab ha hb (by simp) (by simp)
        (fun w => Complex.mem_slitPlane_iff.2 (Or.inl (by simp [h1])))
        (fun w => Complex.mem_slitPlane_iff.2 (Or.inl (by simp [h2])))]
      ring

/-- As a function of the relative energy, the product of the two propagators is minus a
product of two simple poles. -/
theorem pairIntegrand_eq (δ ε₁ ε₂ E w : ℝ) : pairIntegrand δ ε₁ ε₂ E w =
    -(1 / (((w : ℂ) - relPole δ ε₁ E) * ((w : ℂ) - -relPole δ ε₂ E))) := by
  have e1 : (E : ℂ) / 2 + w - ε₁ * (1 - δ * I) = w - relPole δ ε₁ E := by
    unfold relPole
    ring
  have e2 : (E : ℂ) / 2 - w - ε₂ * (1 - δ * I) = -(w - -relPole δ ε₂ E) := by
    unfold relPole
    ring
  unfold pairIntegrand feynmanPropagator
  rw [e1, e2]
  simp only [one_div, mul_inv, inv_neg, mul_neg]

/-- For `δ > 0` the pair propagator is `1/(E - (ε₁ + ε₂)(1 - iδ))` for two positive levels,
minus this expression for two negative levels, and zero for levels of opposite sign. -/
theorem pairPropagator_cases {δ : ℝ} (hδ : 0 < δ) (ε₁ ε₂ E : ℝ) :
    (0 < ε₁ → 0 < ε₂ →
      pairPropagator δ ε₁ ε₂ E = 1 / (E - ((ε₁ : ℂ) + ε₂) * (1 - δ * I))) ∧
    (ε₁ < 0 → ε₂ < 0 →
      pairPropagator δ ε₁ ε₂ E = -(1 / (E - ((ε₁ : ℂ) + ε₂) * (1 - δ * I)))) ∧
    (ε₁ * ε₂ < 0 → pairPropagator δ ε₁ ε₂ E = 0) := by
  have him : ∀ ε : ℝ, (relPole δ ε E).im = -(ε * δ) := by
    intro ε
    simp [relPole]
  have hJ : pairPropagator δ ε₁ ε₂ E = -(I / (2 * π)) *
      ∫ w : ℝ, 1 / (((w : ℂ) - relPole δ ε₁ E) * ((w : ℂ) - -relPole δ ε₂ E)) := by
    unfold pairPropagator
    simp_rw [pairIntegrand_eq]
    rw [integral_neg, mul_neg, neg_mul]
  have hd : (E : ℂ) - ((ε₁ : ℂ) + ε₂) * (1 - δ * I) =
      -(relPole δ ε₁ E - -relPole δ ε₂ E) := by
    unfold relPole
    ring
  have pre : ∀ d : ℂ, I / (2 * π) * (2 * π * I / d) = -(1 / d) := by
    intro d
    have hπ : (π : ℂ) ≠ 0 := by exact_mod_cast Real.pi_ne_zero
    calc I / (2 * π) * (2 * π * I / d) = (I * I) * ((π : ℂ) * (π : ℂ)⁻¹) / d := by ring
      _ = -(1 / d) := by
        rw [Complex.I_mul_I, mul_inv_cancel₀ hπ]
        ring
  -- the signs of the levels place the two poles
  refine ⟨fun h1 h2 => ?_, fun h1 h2 => ?_, fun h => ?_⟩
  · have p1 : (relPole δ ε₁ E).im < 0 := by
      rw [him]
      nlinarith [mul_pos h1 hδ]
    have p2 : 0 < (-relPole δ ε₂ E).im := by
      rw [Complex.neg_im, him]
      nlinarith [mul_pos h2 hδ]
    rw [hJ, integral_lower_upper p1 p2, hd, neg_mul_neg, pre, div_neg]
  · have p1 : 0 < (relPole δ ε₁ E).im := by
      rw [him]
      nlinarith [mul_neg_of_neg_of_pos h1 hδ]
    have p2 : (-relPole δ ε₂ E).im < 0 := by
      rw [Complex.neg_im, him]
      nlinarith [mul_neg_of_neg_of_pos h2 hδ]
    rw [hJ, integral_upper_lower p1 p2, hd, neg_mul, pre, div_neg]
  · have p : 0 < (relPole δ ε₁ E).im * (-relPole δ ε₂ E).im := by
      rw [Complex.neg_im, him, him]
      nlinarith [mul_neg_of_neg_of_pos h (pow_pos hδ 2)]
    rw [hJ, integral_same_side p, mul_zero]

/-- For non-zero levels and `E ≠ ε₁ + ε₂`, the pair propagator tends, as `δ` goes to zero from
above, to half the sum of the signs of the levels divided by `E - (ε₁ + ε₂)`. -/
theorem pairPropagator_limit {ε₁ ε₂ E : ℝ} (h1 : ε₁ ≠ 0) (h2 : ε₂ ≠ 0) (hE : E ≠ ε₁ + ε₂) :
    Tendsto (fun δ : ℝ => pairPropagator δ ε₁ ε₂ E) (𝓝[>] 0)
      (𝓝 ((((Real.sign ε₁ + Real.sign ε₂) / 2 : ℝ) : ℂ) / (E - ((ε₁ : ℂ) + ε₂)))) := by
  have key : ∀ δ : ℝ, 0 < δ → pairPropagator δ ε₁ ε₂ E =
      (((Real.sign ε₁ + Real.sign ε₂) / 2 : ℝ) : ℂ) /
        (E - ((ε₁ : ℂ) + ε₂) * (1 - δ * I)) := by
    intro δ hδ
    obtain ⟨hpp, hmm, hpm⟩ := pairPropagator_cases hδ ε₁ ε₂ E
    rcases lt_or_gt_of_ne h1 with s1 | s1 <;> rcases lt_or_gt_of_ne h2 with s2 | s2
    · rw [hmm s1 s2, Real.sign_of_neg s1, Real.sign_of_neg s2]
      push_cast
      ring
    · rw [hpm (mul_neg_of_neg_of_pos s1 s2), Real.sign_of_neg s1, Real.sign_of_pos s2]
      push_cast
      ring
    · rw [hpm (mul_neg_of_pos_of_neg s1 s2), Real.sign_of_pos s1, Real.sign_of_neg s2]
      push_cast
      ring
    · rw [hpp s1 s2, Real.sign_of_pos s1, Real.sign_of_pos s2]
      push_cast
      ring
  have hne : (E : ℂ) - ((ε₁ : ℂ) + ε₂) ≠ 0 := sub_ne_zero.2 (by exact_mod_cast hE)
  -- the denominator is continuous in `δ` and does not vanish at `δ = 0`
  have hden : Tendsto (fun δ : ℝ => (E : ℂ) - ((ε₁ : ℂ) + ε₂) * (1 - δ * I)) (𝓝 0)
      (𝓝 ((E : ℂ) - ((ε₁ : ℂ) + ε₂))) := by
    have hc : Continuous (fun δ : ℝ => (E : ℂ) - ((ε₁ : ℂ) + ε₂) * (1 - δ * I)) := by
      fun_prop
    have ht := hc.tendsto 0
    simp only [Complex.ofReal_zero, zero_mul, sub_zero, mul_one] at ht
    exact ht
  refine ((tendsto_const_nhds.div hden hne).mono_left nhdsWithin_le_nhds).congr' ?_
  filter_upwards [self_mem_nhdsWithin] with δ hδ
  exact (key δ hδ).symm

end

end FeynmanPair
```

```lean
#print axioms FeynmanPair.pairPropagator_cases
#print axioms FeynmanPair.pairPropagator_limit
```

```
'FeynmanPair.pairPropagator_cases' depends on axioms: [propext, Classical.choice, Quot.sound]
'FeynmanPair.pairPropagator_limit' depends on axioms: [propext, Classical.choice, Quot.sound]
```

## Three values of one integral

For non-real complex $a,b$, write
$$J(a,b)=\int_{-\infty}^{\infty}\frac{dw}{(w-a)(w-b)}.$$
`integral_upper_lower` gives $J=2\pi i/(a-b)$ for $\operatorname{Im}a>0>\operatorname{Im}b$, and `integral_lower_upper` gives the negative of this for the reverse placement. `integral_same_side` gives $J=0$ when `0 < a.im * b.im`, that is, when both poles lie strictly in one half-plane; $a=b$ is allowed. Since Lean assigns the value zero to the integral of a non-integrable function, `integrable_two_poles` is what makes this zero meaningful.

With $D=E-(\varepsilon_1+\varepsilon_2)(1-i\delta)$, `pairPropagator_cases` states that, for every $\delta>0$ and real $E$, the pair propagator is $1/D$ for two positive levels, $-1/D$ for two negative ones and $0$ for opposite signs. `pairPropagator_limit` lets $\delta$ go to zero from above (`𝓝[>] 0`), for non-zero levels and $E\ne\varepsilon_1+\varepsilon_2$:
$$\frac{(\operatorname{sgn}\varepsilon_1+\operatorname{sgn}\varepsilon_2)/2}{E-\varepsilon_1-\varepsilon_2}.$$

## Level signs and Brown–Ravenhall disease

Energies are real numbers whose zero separates the positive from the negative levels, and $\delta$ is dimensionless. The displacement $-i\varepsilon\delta$ puts positive levels below the real axis and negative levels above it. This is the Feynman boundary condition: positive-energy states propagate forward in time, negative-energy states backward.

In the Dirac spectrum of two electrons, a positive and a negative continuum level can add up to any total energy, and the resulting vanishing denominators are the source of Brown–Ravenhall disease. For two non-interacting electrons at fixed levels, the Feynman prescription gives these mixed states weight zero in the pair propagator, that is, after the integration over relative energy, while −− states survive with a minus sign. The model contains no electron–electron interaction, no spinors and no sum over levels.

## From partial fractions to the signs

**Integrability.** For a pole $a=x+iy$ with $y\ne0$, set $K=2+(1+2x^2)/y^2$. Then
$$1+w^2\le 1+2x^2+2(w-x)^2\le K\,|w-a|^2,$$
so $|w-a|^{-2}\le K/(1+w^2)$. The modulus $|w-a|^{-1}|w-b|^{-1}$ of the integrand is at most half the sum of $|w-a|^{-2}$ and $|w-b|^{-2}$, so the integrand is integrable. `integrable_two_poles` follows this comparison, with `nlinarith` closing the inequalities.

**Distinct poles.** Partial fractions give
$$\frac1{(w-a)(w-b)}=\frac1{a-b}\left(\frac1{w-a}-\frac1{w-b}\right),$$
with antiderivative
$$F(w)=\frac{\log(c(w-a))-\log(d(w-b))}{a-b}.$$
Take $c=i$ if $a$ lies above the axis and $c=-i$ if below, and choose $d$ likewise for $b$. The arguments then have real parts $|\operatorname{Im}a|$ and $|\operatorname{Im}b|$, so they avoid the branch cut.

For $w>0$, $\log(c(w-a))=\log w+\log(c(1-a/w))$. The real logarithm cancels in the difference, so $(a-b)F\to\log c-\log d$ at $+\infty$; this is `tendsto_log_sub_log`. Replacing $w$ by $-w$ gives $\log(-c)-\log(-d)$ at $-\infty$. `integral_of_branches` combines the two limits with the fundamental theorem of calculus.

For $a$ above and $b$ below, the limits are $i\pi$ and $-i\pi$, so $J=2\pi i/(a-b)$. Exchanging $a$ and $b$ gives the reverse case. On one side $c=d$, both limits vanish and $J=0$.

**Double pole.** For $a=b$ the antiderivative is $-1/(w-a)$, which vanishes at both ends.

**The pair.** Let $p_j=\varepsilon_j(1-i\delta)-E/2$, called `relPole`. The two denominators are $w-p_1$ and $-(w+p_2)$, so `pairIntegrand_eq` writes the integrand as
$$-\frac1{(w-p_1)(w-(-p_2))}.$$
The poles have imaginary parts $-\varepsilon_1\delta$ and $\varepsilon_2\delta$, and $p_1+p_2=-D$. Therefore
$$\begin{aligned}
{+}{+}:&\quad J=\frac{2\pi i}{D},& -\frac{i}{2\pi}J&=\frac1D,\\
{-}{-}:&\quad J=-\frac{2\pi i}{D},& -\frac{i}{2\pi}J&=-\frac1D,\\
{+}{-}:&\quad J=0,& -\frac{i}{2\pi}J&=0.
\end{aligned}$$
`pairPropagator_cases` makes the same sign distinctions. For the limit, `key` merges the cases into one formula, whose denominator is continuous in $\delta$ and non-zero at $\delta=0$.

## A Lorentzian and a resonance

For $a=i$, $b=-i$ the integrand is $1/(1+w^2)$, and the formula gives the familiar $2\pi i/(2i)=\pi$.

The condition $E\ne\varepsilon_1+\varepsilon_2$ matters for the limit: with $\varepsilon_1=\varepsilon_2=1$ and $E=2$, the pair propagator is $1/(2i\delta)$, which diverges as $\delta\to0^+$.
